# The self-interaction operator of orthonormal Wannier translates maps the Bloch sum of $w$ to the Bloch sum of $Vw$

Let a finite abelian group $G$ act by unitaries $T_R$ on a complex inner-product space, let $V$ be linear, and put $P_w x=\langle w,x\rangle w$; then $H=\sum_R T_R V P_w T_R^{-1}$ commutes with every $T_S$. If the translates $T_R w$ are orthonormal, $H$ also maps $\sum_R\chi(R)\,T_R w$ to $\sum_R\chi(R)\,T_R V w$ for every character $\chi$ of $G$.

In Lean 4 with Mathlib:

```lean
import Mathlib

open scoped InnerProductSpace

namespace SelfInteractionBloch

noncomputable section

variable {G E : Type*} [CommGroup G] [NormedAddCommGroup E] [InnerProductSpace ℂ E]

/-- The map `P_w x = ⟨w, x⟩ w`, which for a normalized orbital `w` projects on `w`. -/
def orbitalProj (w : E) : E →ₗ[ℂ] E where
  toFun x := ⟪w, x⟫_ℂ • w
  map_add' x y := by rw [inner_add_right, add_smul]
  map_smul' c x := by rw [inner_smul_right, mul_smul, RingHom.id_apply]

/-- The operator `A` carried to the lattice site `R`, that is `T_R A T_R⁻¹`. -/
def translated (T : G →* (E ≃ₗᵢ[ℂ] E)) (A : E →ₗ[ℂ] E) (R : G) : E →ₗ[ℂ] E :=
  (T R).toLinearEquiv.toLinearMap ∘ₗ A ∘ₗ (T R⁻¹).toLinearEquiv.toLinearMap

/-- The self-interaction operator `∑_R T_R V P_w T_R⁻¹` of the crystal. -/
def sicOperator [Fintype G] (T : G →* (E ≃ₗᵢ[ℂ] E)) (V : E →ₗ[ℂ] E) (w : E) : E →ₗ[ℂ] E :=
  ∑ R, translated T (V ∘ₗ orbitalProj w) R

/-- The Bloch sum `∑_R χ(R) T_R v` of a vector `v` for the character `χ`. -/
def blochSum [Fintype G] (T : G →* (E ≃ₗᵢ[ℂ] E)) (χ : G →* ℂ) (v : E) : E :=
  ∑ R, χ R • T R v

variable (T : G →* (E ≃ₗᵢ[ℂ] E)) (V : E →ₗ[ℂ] E) {w : E}

/-- Translating by `S` and then by `R` is translating by `R S`. -/
theorem translate_mul (R S : G) (x : E) : T (R * S) x = T R (T S x) := by
  rw [map_mul]
  rfl

/-- The adjoint of a lattice translation is the inverse translation. -/
theorem inner_translate (R : G) (x y : E) : ⟪T R x, y⟫_ℂ = ⟪x, T R⁻¹ y⟫_ℂ := by
  have h : T R (T R⁻¹ y) = y := by
    rw [← translate_mul, mul_inv_cancel, map_one]
    rfl
  rw [← (T R).inner_map_map x (T R⁻¹ y), h]

variable [Fintype G]

/-- The self-interaction operator weights each translate of `V w` by the overlap of the state
with the corresponding translate of `w`. -/
theorem sicOperator_apply (w x : E) :
    sicOperator T V w x = ∑ R, ⟪T R w, x⟫_ℂ • T R (V w) := by
  simp only [sicOperator, LinearMap.sum_apply]
  refine Finset.sum_congr rfl fun R _ => ?_
  change T R (V (⟪w, T R⁻¹ x⟫_ℂ • w)) = _
  rw [map_smul V, map_smul (T R), inner_translate]

/-- The self-interaction operator commutes with every lattice translation. -/
theorem sicOperator_translate (w : E) (S : G) (x : E) :
    sicOperator T V w (T S x) = T S (sicOperator T V w x) := by
  -- relabel the lattice sum by `R ↦ S R`
  rw [sicOperator_apply, sicOperator_apply, map_sum,
    ← Equiv.sum_comp (Equiv.mulLeft S) (fun R => ⟪T R w, T S x⟫_ℂ • T R (V w))]
  refine Finset.sum_congr rfl fun R _ => ?_
  change ⟪T (S * R) w, T S x⟫_ℂ • T (S * R) (V w) = _
  rw [translate_mul, translate_mul, (T S).inner_map_map, map_smul (T S)]

/-- On the Wannier orbital at site `S` the operator acts as the potential of that same site:
`H T_S w = T_S V w`. -/
theorem sicOperator_wannier (hw : Orthonormal ℂ fun R => T R w) (S : G) :
    sicOperator T V w (T S w) = T S (V w) := by
  classical
  have h : ∀ R, ⟪T R w, T S w⟫_ℂ = if R = S then (1 : ℂ) else 0 :=
    fun R => orthonormal_iff_ite.mp hw R S
  rw [sicOperator_apply]
  simp only [h, ite_smul, one_smul, zero_smul, Finset.sum_ite_eq', Finset.mem_univ, if_true]

/-- A translation by `S` multiplies a Bloch sum by the phase `χ(S⁻¹)`. -/
theorem translate_blochSum (χ : G →* ℂ) (S : G) (v : E) :
    T S (blochSum T χ v) = χ S⁻¹ • blochSum T χ v := by
  unfold blochSum
  rw [map_sum, Finset.smul_sum,
    ← Equiv.sum_comp (Equiv.mulLeft S) (fun R => χ S⁻¹ • χ R • T R v)]
  refine Finset.sum_congr rfl fun R _ => ?_
  change T S (χ R • T R v) = χ S⁻¹ • χ (S * R) • T (S * R) v
  rw [map_smul (T S), translate_mul, smul_smul, ← map_mul, inv_mul_cancel_left]

/-- Main theorem: for every character, the self-interaction operator maps the Bloch sum of the
Wannier orbital `w` to the Bloch sum of `V w`. -/
theorem sicOperator_blochSum (hw : Orthonormal ℂ fun R => T R w) (χ : G →* ℂ) :
    sicOperator T V w (blochSum T χ w) = blochSum T χ (V w) := by
  unfold blochSum
  rw [map_sum]
  refine Finset.sum_congr rfl fun R _ => ?_
  rw [map_smul, sicOperator_wannier T V hw R]

/-- The inner product of the Bloch sum of `w` with its image under the self-interaction operator
(not divided by the squared norm of the Bloch sum) is the lattice Fourier sum of the matrix elements
`⟨w, T_R V w⟩`, times the squared norm of the Bloch sum. -/
theorem sicOperator_expectation (hw : Orthonormal ℂ fun R => T R w) (χ : G →* ℂ) :
    ⟪blochSum T χ w, sicOperator T V w (blochSum T χ w)⟫_ℂ =
      (∑ R, χ R * ⟪w, T R (V w)⟫_ℂ) * ⟪blochSum T χ w, blochSum T χ w⟫_ℂ := by
  classical
  -- characters of a finite group are pure phases
  have hχ : ∀ R, ‖χ R‖ = 1 := fun R => by
    have h : ‖χ R‖ ^ Fintype.card G = 1 := by
      rw [← norm_pow, ← map_pow, pow_card_eq_one, map_one, norm_one]
    exact (pow_eq_one_iff_of_nonneg (norm_nonneg _) Fintype.card_ne_zero).mp h
  -- every lattice site contributes equally to the overlap of two Bloch sums
  have key : ∀ v, ⟪blochSum T χ w, blochSum T χ v⟫_ℂ =
      (Fintype.card G : ℂ) * ∑ R, χ R * ⟪w, T R v⟫_ℂ := by
    intro v
    have h1 : ⟪w, blochSum T χ v⟫_ℂ = ∑ R, χ R * ⟪w, T R v⟫_ℂ := by
      simp only [blochSum, inner_sum, inner_smul_right]
    have h2 : ∀ R, ⟪χ R • T R w, blochSum T χ v⟫_ℂ = ⟪w, blochSum T χ v⟫_ℂ := by
      intro R
      rw [inner_smul_left, inner_translate, translate_blochSum, inner_smul_right, inv_inv,
        ← mul_assoc, mul_comm (starRingEnd ℂ (χ R)), Complex.mul_conj,
        Complex.normSq_eq_norm_sq, hχ R]
      simp
    rw [← h1]
    calc ⟪blochSum T χ w, blochSum T χ v⟫_ℂ
        = ∑ R, ⟪χ R • T R w, blochSum T χ v⟫_ℂ :=
          sum_inner Finset.univ (fun R => χ R • T R w) (blochSum T χ v)
      _ = _ := by simp only [h2, Finset.sum_const, Finset.card_univ, nsmul_eq_mul]
  have h3 : ∑ R, χ R * ⟪w, T R w⟫_ℂ = 1 := by
    have h : ∀ R, ⟪w, T R w⟫_ℂ = if 1 = R then (1 : ℂ) else 0 := by
      intro R
      have h0 := orthonormal_iff_ite.mp hw 1 R
      simpa only [map_one, LinearIsometryEquiv.coe_one, id_eq] using h0
    simp only [h, mul_ite, mul_one, mul_zero, Finset.sum_ite_eq, Finset.mem_univ, if_true,
      map_one]
  rw [sicOperator_blochSum T V hw χ, key (V w), key w, h3]
  ring

/-- For a symmetric potential, the self-interaction operator is Hermitian between Wannier orbitals
exactly when the potentials of any two sites have equal matrix elements between the orbitals of
those sites (the localization condition). -/
theorem sicOperator_hermitian_iff (hw : Orthonormal ℂ fun R => T R w) (hV : V.IsSymmetric) :
    (∀ R S, ⟪sicOperator T V w (T R w), T S w⟫_ℂ = ⟪T R w, sicOperator T V w (T S w)⟫_ℂ) ↔
      ∀ R S, ⟪T R w, translated T V R (T S w)⟫_ℂ = ⟪T R w, translated T V S (T S w)⟫_ℂ := by
  have h1 : ∀ R, sicOperator T V w (T R w) = translated T V R (T R w) := by
    intro R
    rw [sicOperator_wannier T V hw R]
    change T R (V w) = T R (V (T R⁻¹ (T R w)))
    rw [← translate_mul, inv_mul_cancel, map_one]
    rfl
  -- the potential carried to another site is still symmetric
  have h2 : ∀ R x y, ⟪translated T V R x, y⟫_ℂ = ⟪x, translated T V R y⟫_ℂ := by
    intro R x y
    change ⟪T R (V (T R⁻¹ x)), y⟫_ℂ = ⟪x, T R (V (T R⁻¹ y))⟫_ℂ
    rw [inner_translate, hV (T R⁻¹ x) (T R⁻¹ y), inner_translate, inv_inv]
  simp only [h1, h2]

/-- Lattice translations acting by shifts on the complex functions on the lattice `G`. -/
def siteShift (G : Type*) [CommGroup G] [Fintype G] :
    G →* (EuclideanSpace ℂ G ≃ₗᵢ[ℂ] EuclideanSpace ℂ G) where
  toFun R := LinearIsometryEquiv.piLpCongrLeft 2 ℂ ℂ (Equiv.mulLeft R)
  map_one' := by
    refine LinearIsometryEquiv.ext fun x => PiLp.ext fun i => ?_
    change x.ofLp (1⁻¹ * i) = x.ofLp i
    rw [inv_one, one_mul]
  map_mul' R S := by
    refine LinearIsometryEquiv.ext fun x => PiLp.ext fun i => ?_
    change x.ofLp ((R * S)⁻¹ * i) = x.ofLp (S⁻¹ * (R⁻¹ * i))
    rw [mul_inv_rev, mul_assoc]

/-- The shifts of the orbital concentrated on one lattice site are orthonormal. -/
theorem siteShift_orthonormal_witness [DecidableEq G] :
    Orthonormal ℂ fun R : G => siteShift G R (EuclideanSpace.single (1 : G) (1 : ℂ)) := by
  have h : (fun R : G => siteShift G R (EuclideanSpace.single (1 : G) (1 : ℂ))) =
      fun R : G => EuclideanSpace.single R (1 : ℂ) := by
    funext R
    refine PiLp.ext fun i => ?_
    change (EuclideanSpace.single (1 : G) (1 : ℂ)).ofLp (R⁻¹ * i) =
      (EuclideanSpace.single R (1 : ℂ)).ofLp i
    by_cases hi : i = R
    · subst hi
      simp
    · simp [inv_mul_eq_one, hi, Ne.symm hi]
  rw [h]
  exact EuclideanSpace.orthonormal_single

end

end SelfInteractionBloch
```

```lean
#print axioms SelfInteractionBloch.sicOperator_translate
-- 'SelfInteractionBloch.sicOperator_translate' depends on axioms: [propext, Classical.choice, Quot.sound]
#print axioms SelfInteractionBloch.sicOperator_blochSum
-- 'SelfInteractionBloch.sicOperator_blochSum' depends on axioms: [propext, Classical.choice, Quot.sound]
#print axioms SelfInteractionBloch.sicOperator_expectation
-- 'SelfInteractionBloch.sicOperator_expectation' depends on axioms: [propext, Classical.choice, Quot.sound]
#print axioms SelfInteractionBloch.sicOperator_hermitian_iff
-- 'SelfInteractionBloch.sicOperator_hermitian_iff' depends on axioms: [propext, Classical.choice, Quot.sound]
```

## A crystal with one Wannier orbital per cell

The group $G$ is the set of lattice translations of a crystal with periodic boundary conditions, so it is finite. It is written multiplicatively: $RS$ is the translation usually written $R+S$, and $1$ is the zero translation. The homomorphism `T : G →* (E ≃ₗᵢ[ℂ] E)` assigns to each translation an invertible linear isometry of the state space `E`, whose dimension is arbitrary. The inner product is conjugate-linear in its first argument.

The vector $w$ is a Wannier orbital, and $V$ is the self-interaction potential belonging to it. `orbitalProj w` is $P_w$, a projection when $w$ is normalised. `translated T A R` is $T_R A T_R^{-1}$, the operator $A$ carried to site $R$, and `sicOperator T V w` is $H$. Each term of $H$ picks out the component of a state along one Wannier orbital and applies that orbital's own potential to it.

A character is a homomorphism `χ : G →* ℂ`, the counterpart of $e^{ik\cdot R}$ at an allowed crystal momentum $k$. `blochSum T χ v` is the unnormalised sum $B_\chi(v)=\sum_R\chi(R)\,T_R v$.

The hypothesis `Orthonormal ℂ fun R => T R w` says that Wannier orbitals on different sites are orthogonal and each is normalised. `siteShift_orthonormal_witness` gives an example for every finite abelian $G$: functions on the lattice, with $w$ concentrated on the site $1$.

In self-interaction-corrected density-functional theory, $V$ depends on the density of $w$. Here it is a fixed linear operator, and there is one orbital per cell and no spin. Within that restriction, the result gives the action of $H$ on the Bloch sum of $w$ at every allowed $k$ from the translates of the single vector $Vw$.

## From one site to all crystal momenta

**The action of $H$.** Unitarity gives $\langle w,T_R^{-1}x\rangle=\langle T_R w,x\rangle$, which is `inner_translate`. Hence

$$Hx=\sum_R T_R V\big(\langle w,T_R^{-1}x\rangle w\big)=\sum_R\langle T_R w,x\rangle\,T_R V w .$$

This is `sicOperator_apply`; linearity of $V$ and $T_R$ lets the scalar come out.

**Translation symmetry.** Insert $T_S x$ and relabel the sum by $R\mapsto SR$:

$$HT_S x=\sum_R\langle T_S T_R w,T_S x\rangle\,T_S T_R V w=T_S\sum_R\langle T_R w,x\rangle\,T_R V w=T_S Hx .$$

In `sicOperator_translate` the relabelling is `Equiv.sum_comp` with `Equiv.mulLeft S`, and `inner_map_map` removes $T_S$ from the overlap. Orthonormality is not used.

**Wannier orbitals.** With orthonormal translates, $\langle T_R w,T_S w\rangle=\delta_{RS}$, so only one term survives:

$$HT_S w=\sum_R\delta_{RS}\,T_R V w=T_S V w .$$

The proof of `sicOperator_wannier` writes the overlap as an `if` expression and collapses the sum.

**Bloch sums.** By linearity,

$$HB_\chi(w)=\sum_R\chi(R)\,HT_R w=\sum_R\chi(R)\,T_R V w=B_\chi(Vw),$$

which is `sicOperator_blochSum`.

In general $V$ does not commute with $T_R$, and the result is not $VB_\chi(w)$. The potential of one orbital is generally not periodic. On the site basis with $V=P_w$ and at least two sites, $VB_\chi(w)=w$, whereas $HB_\chi(w)=B_\chi(w)$.

## The expectation value at each momentum

A Bloch sum picks up a phase under translation:

$$T_S B_\chi(v)=\sum_R\chi(R)\,T_{SR}v=\chi(S^{-1})\sum_R\chi(SR)\,T_{SR}v=\chi(S^{-1})B_\chi(v).$$

This is `translate_blochSum`. Moreover, $\chi(R)^{|G|}=\chi(R^{|G|})=1$, so $|\chi(R)|=1$. Therefore

$$\begin{aligned}
\langle B_\chi(w),B_\chi(v)\rangle
&=\sum_R\overline{\chi(R)}\,\langle w,T_R^{-1}B_\chi(v)\rangle\\
&=\sum_R|\chi(R)|^2\langle w,B_\chi(v)\rangle
=|G|\sum_R\chi(R)\langle w,T_R v\rangle .
\end{aligned}$$

For $v=w$, orthonormality leaves only $R=1$, and the squared norm is $|G|$. For $v=Vw$, the left side is $\langle B_\chi(w),HB_\chi(w)\rangle$. The normalised Bloch state thus has expectation value

$$\sum_R\chi(R)\,\langle w,T_R V w\rangle .$$

This value can be complex, because $H$ need not be Hermitian. `sicOperator_expectation` states the formula with the squared norm as a factor on the right. Its internal step `key` is the overlap formula above, and `h3` evaluates the sum for $v=w$.

## When the correction is Hermitian between Wannier orbitals

Even when $V$ is symmetric, the matrix of $H$ between Wannier orbitals need not be Hermitian, because orbitals on different sites feel different potentials. Write $w_R=T_R w$ and $V_R=T_R V T_R^{-1}$. The Wannier formula becomes $Hw_R=V_R w_R$, and each $V_R$ is symmetric because $V$ is. So

$$\langle Hw_R,w_S\rangle=\langle V_R w_R,w_S\rangle=\langle w_R,V_R w_S\rangle,\qquad
\langle w_R,Hw_S\rangle=\langle w_R,V_S w_S\rangle .$$

The two left-hand sides agree for all $R,S$ exactly when

$$\langle w_R,V_R w_S\rangle=\langle w_R,V_S w_S\rangle\quad\text{for all }R,S,$$

the localization condition of self-interaction-corrected theory. In `sicOperator_hermitian_iff`, `h1` is the Wannier formula in this notation and `h2` the symmetry of $V_R$; substituting both makes the two conditions identical. The equivalence concerns matrix elements between Wannier orbitals, not Hermiticity on all of `E`: $Vw$ may have components outside their span.
